# Internal gradients with the same Cartesian gradient share one projection, the shortest of them

## One coordinate recorded twice

Let a single Cartesian coordinate $x$ be described by two internal coordinates, both equal to $x$. If the energy has internal gradient $(a,b)$, the chain rule gives the Cartesian gradient $f=a+b$. The solutions are
$$(a,b)=(f/2+t,\;f/2-t),\qquad t\in\mathbb R,$$
with squared length $f^2/2+2t^2$. Projection onto the direction $(1,1)$ removes $t$ and leaves $(f/2,f/2)$, which is the shortest solution.

## Gradients in redundant coordinates

In general, let $q_i(x)$ be $m$ internal coordinates of a molecule with $n$ Cartesian coordinates $x_j$. The Wilson matrix is $B_{ij}=\partial q_i/\partial x_j$, and the chain rule reads $B^Tg=f$, with $g$ the internal and $f$ the Cartesian gradient. If the rows of $B$ are linearly dependent, $g$ is not unique.

Three atoms that move only along a line, in the order 1, 2, 3, and are described by the distances 1-2, 2-3 and 1-3, show this: the third distance is the sum of the other two, so $z=(1,1,-1)$ satisfies $B^Tz=0$. With the unit vector $u=z/\sqrt3$, the orthogonal projector onto the range of $B$ is $P=1-uu^T$.

## What is stated

`IsRangeProjector B P` says that $P$ is symmetric, that $PB=B$, and that every $Py$ lies in the range of $B$. `IsInternalGradient B f g` says $B^Tg=f$. Given both $P$ and a vector $f$ in the range of $B^T$ (`hf`), `projected_gradient_is_shortest` provides a $g_0$ such that

- $g_0$ solves $B^Tg_0=f$;
- every solution $g$ has $Pg=g_0$;
- every solution $g\neq g_0$ has $g_0\cdot g_0<g\cdot g$.

The hypothesis on $f$ means physically that the energy does not change, to first order, along any displacement $x$ with $Bx=0$, that is, one that leaves all the internal coordinates fixed to first order.

Here $B$ is any finite real matrix; the coordinate functions and the chain rule are not modelled. The projector is a hypothesis, with existence proved only for the linear chain. Length is the plain sum of squares, so with mixed bonds and angles the shortest gradient can depend on the units chosen.

For geometry optimisation in redundant coordinates, the result selects a definite internal gradient at one fixed geometry; it does not treat the Hessian or the step.

## Derivation

Transposing $PB=B$ gives $B^TP=B^T$, hence $B^TPg=B^Tg$: projection preserves the Cartesian gradient.

Suppose $B^Tz=0$, and write $Pz=Bx$. Then
$$|Pz|^2=(Pz)\cdot(Bx)=(B^TPz)\cdot x=(B^Tz)\cdot x=0,$$
so $Pz=0$. Applied to $z=g-g'$, this shows that two solutions have equal projections.

For any $g$, let $r=g-Pg$. Then $B^Tr=0$, and since $Pg=Bx$ for some $x$, $r\cdot Pg=(B^Tr)\cdot x=0$. Therefore
$$|g|^2=|Pg|^2+|r|^2.$$

Now write $f=B^Ty$ and set $g_0=Py$. It is a solution, and every solution $g$ has $Pg=g_0$, so $|g|^2=|g_0|^2+|g-g_0|^2$, which exceeds $|g_0|^2$ unless $g=g_0$.

If the rows of $B$ are independent, $P=1$ and there is only one solution. Exchanging $B$ and $B^T$ in the argument gives the neighbouring result for displacements: among all Cartesian displacements $x$ with a prescribed attainable $Bx$, the shortest is their common projection onto the range of $B^T$.

## The Lean file

```lean
import Mathlib

open Matrix

namespace RedundantInternalGradient

variable {m n : Type*} [Fintype m] [Fintype n]

/-- `P` is the orthogonal projector onto the range of the Wilson matrix `B`: it is symmetric,
leaves the columns of `B` unchanged, and maps every vector into the range of `B`. -/
structure IsRangeProjector (B : Matrix m n ℝ) (P : Matrix m m ℝ) : Prop where
  symm : Pᵀ = P
  fixes : P * B = B
  into_range : ∀ y : m → ℝ, ∃ x : n → ℝ, P *ᵥ y = B *ᵥ x

/-- `g` is an internal gradient for the Cartesian gradient `f`: it solves `Bᵀ g = f`. -/
def IsInternalGradient (B : Matrix m n ℝ) (f : n → ℝ) (g : m → ℝ) : Prop :=
  Bᵀ *ᵥ g = f

/-- Projecting an internal vector does not change the Cartesian vector it produces. -/
theorem cartesian_of_projected {B : Matrix m n ℝ} {P : Matrix m m ℝ}
    (hP : IsRangeProjector B P) (g : m → ℝ) : Bᵀ *ᵥ (P *ᵥ g) = Bᵀ *ᵥ g := by
  have h : Bᵀ * P = Bᵀ := by
    have h' := congrArg Matrix.transpose hP.fixes
    rwa [Matrix.transpose_mul, hP.symm] at h'
  rw [Matrix.mulVec_mulVec, h]

/-- The projector annihilates every internal vector that produces no Cartesian gradient. -/
theorem projector_kills_redundancy {B : Matrix m n ℝ} {P : Matrix m m ℝ}
    (hP : IsRangeProjector B P) {z : m → ℝ} (hz : Bᵀ *ᵥ z = 0) : P *ᵥ z = 0 := by
  obtain ⟨x, hx⟩ := hP.into_range z
  -- the projected vector is orthogonal to the range of `B`, hence to itself
  have h : (P *ᵥ z) ⬝ᵥ (B *ᵥ x) = 0 := by
    rw [Matrix.dotProduct_mulVec, ← Matrix.mulVec_transpose, cartesian_of_projected hP, hz,
      zero_dotProduct]
  rw [← hx] at h
  exact dotProduct_self_eq_zero.mp h

/-- Any two orthogonal projectors onto the range of `B` act identically on every vector. -/
theorem projector_unique {B : Matrix m n ℝ} {P Q : Matrix m m ℝ}
    (hP : IsRangeProjector B P) (hQ : IsRangeProjector B Q) (y : m → ℝ) :
    P *ᵥ y = Q *ᵥ y := by
  have hz : Bᵀ *ᵥ (y - Q *ᵥ y) = 0 := by
    rw [Matrix.mulVec_sub, cartesian_of_projected hQ, sub_self]
  have h := projector_kills_redundancy hP hz
  obtain ⟨x, hx⟩ := hQ.into_range y
  rw [Matrix.mulVec_sub, hx, Matrix.mulVec_mulVec, hP.fixes] at h
  rw [hx]
  exact sub_eq_zero.mp h

/-- Two internal gradients produce the same Cartesian gradient exactly when their projections
onto the range of `B` coincide. -/
theorem same_cartesian_iff_same_projection {B : Matrix m n ℝ} {P : Matrix m m ℝ}
    (hP : IsRangeProjector B P) (g g' : m → ℝ) :
    Bᵀ *ᵥ g = Bᵀ *ᵥ g' ↔ P *ᵥ g = P *ᵥ g' := by
  constructor
  · intro h
    have hz : Bᵀ *ᵥ (g - g') = 0 := by rw [Matrix.mulVec_sub, h, sub_self]
    have h' := projector_kills_redundancy hP hz
    rw [Matrix.mulVec_sub] at h'
    exact sub_eq_zero.mp h'
  · intro h
    rw [← cartesian_of_projected hP g, h, cartesian_of_projected hP g']

/-- The squared length of an internal gradient is that of its projection plus that of its
redundant remainder. -/
theorem length_splits {B : Matrix m n ℝ} {P : Matrix m m ℝ}
    (hP : IsRangeProjector B P) (g : m → ℝ) :
    g ⬝ᵥ g = (P *ᵥ g) ⬝ᵥ (P *ᵥ g) + (g - P *ᵥ g) ⬝ᵥ (g - P *ᵥ g) := by
  obtain ⟨x, hx⟩ := hP.into_range g
  -- the remainder is orthogonal to the range of `B`
  have h : (g - P *ᵥ g) ⬝ᵥ (B *ᵥ x) = 0 := by
    rw [Matrix.dotProduct_mulVec, ← Matrix.mulVec_transpose, Matrix.mulVec_sub,
      cartesian_of_projected hP, sub_self, zero_dotProduct]
  rw [← hx] at h
  have c := dotProduct_comm g (P *ᵥ g)
  simp only [sub_dotProduct, dotProduct_sub] at h ⊢
  linarith

/-- If the Cartesian gradient `f` lies in the range of `Bᵀ`, all internal gradients for `f` have
the same projection `g₀`, which is itself an internal gradient for `f` and is strictly shorter
than every other one. -/
theorem projected_gradient_is_shortest {B : Matrix m n ℝ} {P : Matrix m m ℝ}
    (hP : IsRangeProjector B P) {f : n → ℝ} (hf : ∃ y : m → ℝ, f = Bᵀ *ᵥ y) :
    ∃ g₀ : m → ℝ, IsInternalGradient B f g₀ ∧
      (∀ g, IsInternalGradient B f g → P *ᵥ g = g₀) ∧
      (∀ g, IsInternalGradient B f g → g ≠ g₀ → g₀ ⬝ᵥ g₀ < g ⬝ᵥ g) := by
  obtain ⟨y, hy⟩ := hf
  have hproj : ∀ g, IsInternalGradient B f g → P *ᵥ g = P *ᵥ y := fun g hg =>
    (same_cartesian_iff_same_projection hP g y).mp (Eq.trans hg hy)
  refine ⟨P *ᵥ y, (cartesian_of_projected hP y).trans hy.symm, hproj, ?_⟩
  intro g hg hne
  have hs := length_splits hP g
  rw [hproj g hg] at hs
  -- a solution different from the projection has a remainder of positive length
  have hnonneg : 0 ≤ (g - P *ᵥ y) ⬝ᵥ (g - P *ᵥ y) :=
    Finset.sum_nonneg fun i _ => mul_self_nonneg _
  have hne' : (g - P *ᵥ y) ⬝ᵥ (g - P *ᵥ y) ≠ 0 := fun h0 =>
    hne (sub_eq_zero.mp (dotProduct_self_eq_zero.mp h0))
  have hpos := lt_of_le_of_ne hnonneg hne'.symm
  linarith

/-- Given an orthogonal projector `P` onto the range of `B`, an internal gradient for `f` has the
smallest length among all internal gradients for `f` exactly when it lies in the range of `B`. -/
theorem shortest_iff_in_range {B : Matrix m n ℝ} {P : Matrix m m ℝ}
    (hP : IsRangeProjector B P) {f : n → ℝ} {g : m → ℝ} (hg : IsInternalGradient B f g) :
    (∀ g', IsInternalGradient B f g' → g ⬝ᵥ g ≤ g' ⬝ᵥ g') ↔ ∃ x : n → ℝ, g = B *ᵥ x := by
  constructor
  · intro hmin
    -- compare `g` with its own projection
    have h1 := hmin (P *ᵥ g) ((cartesian_of_projected hP g).trans hg)
    have hs := length_splits hP g
    have h2 : 0 ≤ (g - P *ᵥ g) ⬝ᵥ (g - P *ᵥ g) :=
      Finset.sum_nonneg fun i _ => mul_self_nonneg _
    have h3 : (g - P *ᵥ g) ⬝ᵥ (g - P *ᵥ g) = 0 := by linarith
    obtain ⟨x, hx⟩ := hP.into_range g
    exact ⟨x, (sub_eq_zero.mp (dotProduct_self_eq_zero.mp h3)).trans hx⟩
  · rintro ⟨x, hx⟩ g' hg'
    have hfix : P *ᵥ g = g := by rw [hx, Matrix.mulVec_mulVec, hP.fixes]
    have hsame : P *ᵥ g' = g :=
      ((same_cartesian_iff_same_projection hP g' g).mp (Eq.trans hg' hg.symm)).trans hfix
    have hs := length_splits hP g'
    rw [hsame] at hs
    have h2 : 0 ≤ (g' - g) ⬝ᵥ (g' - g) :=
      Finset.sum_nonneg fun i _ => mul_self_nonneg _
    linarith

/-- Wilson matrix of three atoms on a line, described by the distances 1-2, 2-3 and 1-3. -/
def chainB : Matrix (Fin 3) (Fin 3) ℝ := !![-1, 1, 0; 0, -1, 1; -1, 0, 1]

/-- The projector for the three distances of the linear chain. -/
noncomputable def chainP : Matrix (Fin 3) (Fin 3) ℝ :=
  !![2/3, -1/3, 1/3; -1/3, 2/3, 1/3; 1/3, 1/3, 2/3]

/-- For the linear chain, `chainP` is the orthogonal projector onto the range of `chainB`, and the
internal vector `(1, 1, -1)` produces no Cartesian gradient. -/
theorem chain_witness :
    IsRangeProjector chainB chainP ∧ chainBᵀ *ᵥ ![1, 1, -1] = 0 := by
  refine ⟨⟨?_, ?_, ?_⟩, ?_⟩
  · ext i j
    fin_cases i <;> fin_cases j <;> simp [chainP]
  · ext i j
    fin_cases i <;> fin_cases j <;>
      norm_num [chainP, chainB, Matrix.mul_apply, Fin.sum_univ_succ]
  · intro y
    -- place atom 1 at the origin and read off the other two positions
    refine ⟨![0, (2 * y 0 - y 1 + y 2) / 3, (y 0 + y 1 + 2 * y 2) / 3], ?_⟩
    ext i
    fin_cases i <;>
      simp [chainP, chainB, Matrix.mulVec, dotProduct, Fin.sum_univ_three] <;> ring
  · rw [Matrix.mulVec_transpose]
    ext i
    fin_cases i <;>
      simp [chainB, Matrix.vecMul, dotProduct, Fin.sum_univ_three]

end RedundantInternalGradient
```

```lean
#print axioms RedundantInternalGradient.projector_unique
-- 'RedundantInternalGradient.projector_unique' depends on axioms: [propext, Classical.choice, Quot.sound]
#print axioms RedundantInternalGradient.projected_gradient_is_shortest
-- 'RedundantInternalGradient.projected_gradient_is_shortest' depends on axioms: [propext, Classical.choice, Quot.sound]
#print axioms RedundantInternalGradient.shortest_iff_in_range
-- 'RedundantInternalGradient.shortest_iff_in_range' depends on axioms: [propext, Classical.choice, Quot.sound]
```

## How the proof follows the derivation

`cartesian_of_projected` is the transposition step. In `projector_kills_redundancy`, `dotProduct_mulVec` and `mulVec_transpose` move $B$ across the dot product, and `dotProduct_self_eq_zero` concludes $Pz=0$. Applying this lemma to $y-Qy$ gives `projector_unique`: two orthogonal projectors onto the range of $B$ act identically.

`same_cartesian_iff_same_projection` uses the difference of two gradients, and `length_splits` is the Pythagorean identity. The main theorem takes $g_0=Py$; `hpos` records that the remainder has positive squared length, and `linarith` finishes the comparison.

`shortest_iff_in_range` characterises the minimum. A shortest $g$ is compared with $Pg$, which forces $r=0$ and puts $g$ in the range of $B$. Conversely, if $g=Bx$ then $Pg=g$, so every other solution projects to $g$ and is at least as long.

`chain_witness` checks the three-atom matrices entry by entry. For the range condition it places atom 1 at the origin and supplies the other two positions explicitly.
